# For w^q = 1, the q² clock-and-shift products form a basis of the q × q matrices exactly when w is primitive

## Why does my expansion confuse site 0 with site 2?

I expanded the projector onto one site of a four-site ring in clock and shift matrices, and got back a projector onto two sites. The clock $U$ multiplies site $j$ by $w^j$, and the shift $V$ moves site $j$ to $j+1$. I took $w=e^{2\pi i m/q}$ with $m=2$ and $q=4$, so $w=-1$, as for a lattice electron with $m/q$ flux quanta per plaquette. Then I summed the products $U^aV^b$, $0\le a,b<4$, weighted by their trace overlaps with the projector and divided by 4. For $\mathrm{diag}(1,0,0,0)$ this returned $\mathrm{diag}(1,0,1,0)$.

The relation $UV=wVU$ holds for my matrices, and I have 16 products for a 16-dimensional space. What is missing?

## The phase must not return to 1 before q steps

Your $w$ satisfies $w^4=1$, but already $w^2=1$. Hence $U^2=1$, and your 16 products contain only 8 different matrices. What you need is a primitive $q$-th root of unity: $w^q=1$, and $w^l\ne1$ for $0<l<q$. In terms of flux, $m/q$ must be in lowest terms. The $q^2$ products are then a basis of all complex $q\times q$ matrices, and your expansion formula is correct. Conversely, if $w^q=1$ and the products are linearly independent, $w$ is primitive.

**The commutation relation.** Let $z^q=1$, and number the sites $0,\dots,q-1$. A step from $j$ to $j+1$ multiplies $z^j$ by $z$. This includes the step from $q-1$ to $0$, because $z\,z^{q-1}=1=z^0$. With $z=w$, $UV$ sends site $j$ to site $j+1$ with phase $w^{j+1}$, while $VU$ does so with phase $w^j$. So $UV=wVU$ needs only $w^q=1$, which is why it did not warn you.

**Orthogonality.** Write $T_{ab}=U^aV^b$. Its matrix elements are
$$(T_{ab})_{ij}=\begin{cases}w^{ai}, & i=j+b \pmod q,\\ 0, & \text{otherwise.}\end{cases}$$
The trace inner product of two products is
$$\mathrm{Tr}(T_{ab}^\dagger T_{a'b'})=\sum_{i,j}\overline{(T_{ab})_{ij}}\,(T_{a'b'})_{ij}.$$
In row $i$, the first factor is nonzero only at $j=i-b$ and the second only at $j=i-b'$. For $b\neq b'$ these sites differ, and the sum is zero. For $b=b'$, since $|w|=1$, what remains is
$$S=\sum_{i=0}^{q-1}z^i,\qquad z=\overline{w}^{\,a}w^{a'}=w^{a'-a}.$$
If $a=a'$, then $z=1$ and $S=q$. If $a\ne a'$, primitivity gives $z\neq1$. Moving every site by one step leaves the sum unchanged but multiplies each term by $z$, so $S=zS$, that is $(z-1)S=0$, and $S=0$. Therefore
$$\mathrm{Tr}(T_{ab}^\dagger T_{a'b'})=q\,\delta_{aa'}\delta_{bb'},$$
and the matrices $T_{ab}/\sqrt q$ are orthonormal.

**Basis and coefficients.** If $X=\sum_{a,b}c_{ab}T_{ab}$, orthogonality gives $\mathrm{Tr}(T_{ab}^\dagger X)=q\,c_{ab}$. For $X=0$ all coefficients vanish, so the products are independent. There are $q^2$ of them in a space of dimension $q^2$, so they span it. Every matrix $X$ therefore has such coefficients, and
$$X=\frac1q\sum_{a,b}\mathrm{Tr}(T_{ab}^\dagger X)\,T_{ab}.$$

**The converse.** Suppose $w^q=1$ but $w^l=1$ for some $0<l<q$. Then $U^l=1=U^0$, so $T_{l0}=T_{00}$. Two members of the family coincide, and it is not independent.

**Your projector with a primitive root.** Take $q=4$, $w=i$ and $X=\mathrm{diag}(1,0,0,0)$. The overlaps are 1 for $b=0$ and 0 for $b\ne0$, so
$$X=\tfrac14(1+U+U^2+U^3).$$
On site $j$ the right side is $\tfrac14(1+i^j+(-1)^j+(-i)^j)$, which gives $1,0,0,0$ for $j=0,1,2,3$. With $w=-1$ the overlaps are the same, but the sum becomes $\tfrac14(1+U+1+U)=\tfrac12(1+U)=\mathrm{diag}(1,0,1,0)$, the matrix you found.

### Sites, phases and products in Lean

The argument is formalised below in Lean 4 with Mathlib. The sites are `ZMod q`, the integers modulo $q$, with `NeZero q` excluding $q=0$. For $q=1$ there is one site, $w=1$, and the single product is the $1\times1$ identity. The number `j.val` is the representative of `j` between $0$ and $q-1$.

`clock q w` is $U$ and `shift q` is $V$. The matrix `translation q w p` is $T_{ab}$, where the pair `p` has entries `p.1` $=a$ and `p.2` $=b$; this `p` is not a flux numerator. The name refers to the ordered product $U^aV^b$, whereas textbook magnetic translations often carry an additional phase depending on $a$ and $b$. The symbol `ᴴ` is the adjoint.

`IsPrimitiveRoot w q` is the condition on the phase. Three theorems carry the answer:

- `translation_basis` says that for primitive $w$ the family is linearly independent and its complex span is the whole matrix space, written `⊤`.
- `primitive_of_linearIndependent` is the converse, under the hypothesis $w^q=1$. With no condition on $w$ it would fail: for $q=2$ and $w=2$ the four products are independent.
- `operator_expansion` is the formula for $X$, with the unnormalised products and the factor $1/q$.

The step from these matrices to a crystal in a magnetic field is the identification of $U$ and $V$ with operators of the electron, on a $q$-dimensional block where their $q$-th powers have been normalised to 1. For non-interacting electrons on a square lattice with flux $m/q$ in lowest terms, the Hofstadter Hamiltonian at fixed quasimomentum is a combination of $U$, $V$ and their adjoints, and the result lets any other operator on that finite block be expanded in the same products. In this Hamiltonian $U$ and $V$ stand for hops of the electron, not for the magnetic translations that commute with the Hamiltonian.

```lean
import Mathlib

open Matrix

namespace MagneticTranslationBasis

noncomputable section

variable (q : ℕ) [NeZero q]

/-- The clock matrix on a ring of `q` sites: site `j` is multiplied by `w ^ j`. -/
def clock (w : ℂ) : Matrix (ZMod q) (ZMod q) ℂ :=
  Matrix.diagonal fun j => w ^ j.val

/-- The shift matrix on a ring of `q` sites: it moves site `j` to site `j + 1`. -/
def shift : Matrix (ZMod q) (ZMod q) ℂ :=
  Matrix.of fun i j => if i = j + 1 then 1 else 0

/-- The product `U ^ a * V ^ b` of clock and shift powers, with `0 ≤ a, b < q`. -/
def translation (w : ℂ) (p : Fin q × Fin q) : Matrix (ZMod q) (ZMod q) ℂ :=
  clock q w ^ (p.1 : ℕ) * shift q ^ (p.2 : ℕ)

variable {q} {w : ℂ}

/-- If `z ^ q = 1`, one step along the ring multiplies the phase `z ^ j` by `z`,
also across the boundary. -/
theorem phase_step {z : ℂ} (hz : z ^ q = 1) (j : ZMod q) :
    z ^ (j + 1).val = z * z ^ j.val := by
  rw [ZMod.val_add, ← pow_eq_pow_mod _ hz, pow_add, ZMod.val_one_eq_one_mod,
    ← pow_eq_pow_mod _ hz, pow_one, mul_comm]

/-- The magnetic translation algebra: for `w ^ q = 1`, clock and shift commute up to
the phase `w`. -/
theorem clock_mul_shift (hw : w ^ q = 1) :
    clock q w * shift q = w • (shift q * clock q w) := by
  ext i j
  simp only [clock, shift, Matrix.diagonal_mul, Matrix.smul_apply, Matrix.mul_diagonal,
    Matrix.of_apply, smul_eq_mul]
  by_cases h : i = j + 1
  · rw [if_pos h, h, phase_step hw j]
    ring
  · rw [if_neg h, mul_zero, zero_mul, mul_zero]

/-- Matrix elements of `U ^ a * V ^ b`: site `j` goes to site `i = j + b` with factor `w ^ (a i)`.
-/
theorem translation_apply (p : Fin q × Fin q) (i j : ZMod q) :
    translation q w p i j =
      if i = j + ((p.2 : ℕ) : ZMod q) then (w ^ (p.1 : ℕ)) ^ i.val else 0 := by
  -- the `a`-th power of the clock has the diagonal entries `(w ^ a) ^ i`
  have hU : ∀ a : ℕ, clock q w ^ a = Matrix.diagonal fun i => (w ^ a) ^ i.val := by
    intro a
    induction a with
    | zero =>
      simp only [pow_zero, one_pow]
      exact Matrix.diagonal_one.symm
    | succ a ih =>
      rw [pow_succ (clock q w), ih, clock, Matrix.diagonal_mul_diagonal]
      simp only [← mul_pow, ← pow_succ]
  -- powers of the shift move by several sites
  have h1 : ∀ k j : ZMod q, shift q k j = if k = j + 1 then 1 else 0 := fun _ _ => rfl
  have hV : ∀ (b : ℕ) (i j : ZMod q),
      (shift q ^ b) i j = if i = j + (b : ZMod q) then 1 else 0 := by
    intro b
    induction b with
    | zero => intro i j; simp [Matrix.one_apply]
    | succ b ih =>
      intro i j
      have e : j + ((b + 1 : ℕ) : ZMod q) = j + 1 + (b : ZMod q) := by
        push_cast
        ring
      rw [pow_succ, Matrix.mul_apply, e]
      simp only [ih, h1, mul_ite, mul_one, mul_zero, Finset.sum_ite_eq',
        Finset.mem_univ, if_true]
  rw [translation, hU, Matrix.diagonal_mul, hV, mul_ite, mul_one, mul_zero]

/-- The phases `z ^ j` of a `q`-th root of unity `z ≠ 1` cancel when summed over the ring. -/
theorem phase_sum_eq_zero {z : ℂ} (hz : z ^ q = 1) (hz1 : z ≠ 1) :
    ∑ j : ZMod q, z ^ j.val = 0 := by
  have hf : ∀ f : ZMod q → ℂ, ∑ j, f (j + 1) = ∑ j, f j := fun f =>
    Fintype.sum_equiv (Equiv.addRight 1) _ _ fun j => by simp
  -- the sum is unchanged by multiplication with `z`
  have hs := hf fun j => z ^ j.val
  simp only [phase_step hz, ← Finset.mul_sum] at hs
  have h0 : (z - 1) * ∑ j : ZMod q, z ^ j.val = 0 := by linear_combination hs
  exact (mul_eq_zero.1 h0).resolve_left (sub_ne_zero.2 hz1)

/-- For a primitive `q`-th root of unity `w`, the products `U ^ a * V ^ b` are orthogonal
in the trace inner product, each with squared norm `q`. -/
theorem trace_orthogonality (hw : IsPrimitiveRoot w q) (p r : Fin q × Fin q) :
    trace ((translation q w p)ᴴ * translation q w r) = if p = r then (q : ℂ) else 0 := by
  have hs : star w * w = 1 := by
    have hn : ‖w‖ = 1 := (pow_eq_one_iff_of_nonneg (norm_nonneg w) (NeZero.ne q)).1
      (by rw [← norm_pow, hw.pow_eq_one, norm_one])
    have h := Complex.conj_mul' w
    rw [hn] at h
    rw [← starRingEnd_apply, h]
    norm_num
  -- in each row only one site contributes, and only for equal shifts
  have hrow : ∀ i : ZMod q, ∑ j, star (translation q w p i j) * translation q w r i j =
      if p.2 = r.2 then (star (w ^ (p.1 : ℕ)) * w ^ (r.1 : ℕ)) ^ i.val else 0 := by
    intro i
    rw [Finset.sum_eq_single (i - ((p.2 : ℕ) : ZMod q))]
    · rw [translation_apply p, if_pos (sub_add_cancel _ _).symm, translation_apply r]
      by_cases h : p.2 = r.2
      · rw [if_pos h, h, if_pos (sub_add_cancel _ _).symm, mul_pow, star_pow]
      · rw [if_neg h, if_neg, mul_zero]
        intro e
        have e' : ((p.2 : ℕ) : ZMod q) = ((r.2 : ℕ) : ZMod q) := by linear_combination e
        have e'' := congrArg ZMod.val e'
        rw [ZMod.val_natCast, ZMod.val_natCast, Nat.mod_eq_of_lt p.2.isLt,
          Nat.mod_eq_of_lt r.2.isLt] at e''
        exact h (Fin.ext e'')
    · intro j _ hj
      rw [translation_apply p, if_neg fun e => hj (eq_sub_of_add_eq e.symm), star_zero,
        zero_mul]
    · intro h
      exact absurd (Finset.mem_univ _) h
  simp only [Matrix.trace, Matrix.diag_apply, Matrix.mul_apply, Matrix.conjTranspose_apply]
  rw [Finset.sum_comm, Finset.sum_congr rfl fun i _ => hrow i]
  by_cases h2 : p.2 = r.2
  · simp only [if_pos h2]
    by_cases h1 : p.1 = r.1
    · have hpr : p = r := Prod.ext h1 h2
      rw [if_pos hpr, h1, star_pow, ← mul_pow, hs, one_pow]
      simp [ZMod.card]
    · have hpr : p ≠ r := fun h => h1 (congrArg Prod.fst h)
      have e : ∀ k : ℕ, (w ^ k) ^ q = 1 := fun k => by
        rw [← pow_mul, mul_comm, pow_mul, hw.pow_eq_one, one_pow]
      rw [if_neg hpr]
      refine phase_sum_eq_zero (by rw [mul_pow, ← star_pow, e, e, star_one, one_mul]) ?_
      intro e1
      -- equal phases would force equal clock powers, as `w` is primitive
      refine h1 (Fin.ext (hw.pow_inj p.1.isLt r.1.isLt ?_))
      have e2 : star w ^ (p.1 : ℕ) * w ^ (p.1 : ℕ) = 1 := by rw [← mul_pow, hs, one_pow]
      rw [star_pow] at e1
      linear_combination w ^ (r.1 : ℕ) * e2 - w ^ (p.1 : ℕ) * e1
  · have hpr : p ≠ r := fun h => h2 (congrArg Prod.snd h)
    simp only [if_neg h2, if_neg hpr, Finset.sum_const_zero]

/-- For primitive `w`, the trace with `(U ^ a * V ^ b)ᴴ` reads off `q` times the
coefficient of `U ^ a * V ^ b` in a linear combination. -/
theorem trace_coefficient (hw : IsPrimitiveRoot w q) (c : Fin q × Fin q → ℂ)
    (r : Fin q × Fin q) :
    trace ((translation q w r)ᴴ * ∑ p, c p • translation q w p) = q * c r := by
  rw [Matrix.mul_sum, Matrix.trace_sum]
  simp only [Matrix.mul_smul, Matrix.trace_smul, trace_orthogonality hw, smul_eq_mul,
    mul_ite, mul_zero, Finset.sum_ite_eq, Finset.mem_univ, if_true]
  rw [mul_comm]

/-- For a primitive `q`-th root of unity `w`, the `q ^ 2` products `U ^ a * V ^ b` form a
basis of all complex `q` by `q` matrices: they are linearly independent and span. -/
theorem translation_basis (hw : IsPrimitiveRoot w q) :
    LinearIndependent ℂ (translation q w) ∧
      Submodule.span ℂ (Set.range (translation q w)) = ⊤ := by
  have hli : LinearIndependent ℂ (translation q w) := by
    rw [Fintype.linearIndependent_iff]
    intro c hc r
    have h := trace_coefficient hw c r
    rw [hc, Matrix.mul_zero, Matrix.trace_zero] at h
    exact (mul_eq_zero.1 h.symm).resolve_left (Nat.cast_ne_zero.2 (NeZero.ne q))
  -- there are as many products as dimensions
  exact ⟨hli, hli.span_eq_top_of_card_eq_finrank'
    (by simp [Module.finrank_matrix, ZMod.card])⟩

/-- Converse: if `w ^ q = 1` and the products `U ^ a * V ^ b` are linearly independent,
then `w` is a primitive `q`-th root of unity. -/
theorem primitive_of_linearIndependent (hw : w ^ q = 1)
    (hli : LinearIndependent ℂ (translation q w)) : IsPrimitiveRoot w q := by
  have hq : 0 < q := Nat.pos_of_ne_zero (NeZero.ne q)
  refine IsPrimitiveRoot.mk_of_lt w hq hw ?_
  intro l hl hlq h
  -- otherwise `U ^ l = U ^ 0` and two of the products coincide
  have e : translation q w (⟨l, hlq⟩, ⟨0, hq⟩) = translation q w (⟨0, hq⟩, ⟨0, hq⟩) := by
    simp only [translation_apply, h, pow_zero, ← Matrix.ext_iff, implies_true]
  have h0 := congrArg Fin.val (congrArg Prod.fst (hli.injective e))
  exact hl.ne' h0

/-- For primitive `w`, every matrix `X` is the sum of the products `U ^ a * V ^ b` weighted
by their trace overlaps with `X`, divided by `q`. -/
theorem operator_expansion (hw : IsPrimitiveRoot w q) (X : Matrix (ZMod q) (ZMod q) ℂ) :
    X = (q : ℂ)⁻¹ • ∑ p, trace ((translation q w p)ᴴ * X) • translation q w p := by
  have hX : X ∈ Submodule.span ℂ (Set.range (translation q w)) := by
    rw [(translation_basis hw).2]
    exact Submodule.mem_top
  obtain ⟨c, rfl⟩ := (Submodule.mem_span_range_iff_exists_fun ℂ).1 hX
  have hq : (q : ℂ) ≠ 0 := Nat.cast_ne_zero.2 (NeZero.ne q)
  simp only [trace_coefficient hw]
  rw [Finset.smul_sum]
  refine Finset.sum_congr rfl fun p _ => ?_
  rw [smul_smul, ← mul_assoc, inv_mul_cancel₀ hq, one_mul]

end

end MagneticTranslationBasis
```

```lean
#print axioms MagneticTranslationBasis.clock_mul_shift
-- 'MagneticTranslationBasis.clock_mul_shift' depends on axioms: [propext, Classical.choice, Quot.sound]
#print axioms MagneticTranslationBasis.translation_basis
-- 'MagneticTranslationBasis.translation_basis' depends on axioms: [propext, Classical.choice, Quot.sound]
#print axioms MagneticTranslationBasis.primitive_of_linearIndependent
-- 'MagneticTranslationBasis.primitive_of_linearIndependent' depends on axioms: [propext, Classical.choice, Quot.sound]
#print axioms MagneticTranslationBasis.operator_expansion
-- 'MagneticTranslationBasis.operator_expansion' depends on axioms: [propext, Classical.choice, Quot.sound]
```

### From the phase around the ring to the basis

`phase_step` is the statement that one step multiplies the phase by $z$, also across the boundary. `clock_mul_shift` compares the entries of $UV$ and $wVU$, separating the case $i=j+1$ from the rest. `translation_apply` finds the powers of $U$ and of $V$ by two inductions and combines them into the matrix elements above.

`phase_sum_eq_zero` relabels the sites by `Equiv.addRight 1`, obtains $(z-1)S=0$ and cancels the nonzero factor.

In `trace_orthogonality`, `hs` is $\overline w w=1$. The intermediate claim `hrow` evaluates one row: `Finset.sum_eq_single` keeps only the site $i-b$, and the bounds $b,b'<q$ ensure that shifts equal modulo $q$ are equal. `Finset.sum_comm` puts the row sum inside. For equal shifts and different clock powers, `phase_sum_eq_zero` applies; its condition $z\ne1$ comes from `hw.pow_inj`, which says that the powers $w^a$ with $0\le a<q$ are distinct.

`trace_coefficient` extends this by linearity to $\mathrm{Tr}(T_{ab}^\dagger X)=q\,c_{ab}$. `translation_basis` applies it to a vanishing combination, then compares the number of products with the dimension. `operator_expansion` uses the span to write $X$ with some coefficients `c`, and replaces each trace by $q$ times its coefficient.

For the converse, `IsPrimitiveRoot.mk_of_lt` leaves the case $w^l=1$ with $0<l<q$ to be refuted. The equation `e` is $T_{l0}=T_{00}$, and `hli.injective` turns it into $l=0$, a contradiction.
